# The commutator of a pair annihilator with powers of the pair creator

Let $M$ levels each carry two fermion modes, with annihilators $a_k$ and $d_k$, and set

$$P=\sum_k d_k a_k,\qquad Q=\sum_k a_k^\dagger d_k^\dagger,\qquad N=\sum_k\left(a_k^\dagger a_k+d_k^\dagger d_k\right).$$

Then for every integer $n\ge 0$,

$$PQ^{n+1}-Q^{n+1}P=(n+1)\,Q^n\,(M-N-n).$$

The power of $Q$ on the left is $n+1$, so every positive power is covered. In pairing models with a finite set of levels and the same pair amplitude on each, this identity gives the matrix elements of the pair operators without expanding $Q^{n+1}$ into individual modes.

```lean
import Mathlib

open Matrix

namespace PairingQuasispin

noncomputable section
```

## Fermion modes and pair operators

The operators live in a ring `R` whose operation `star` plays the part of the adjoint. A family `c` of annihilators is required to satisfy

$$c_ic_j+c_jc_i=0,\qquad c_ic_j^\dagger+c_j^\dagger c_i=\delta_{ij}.$$

These relations are assumed of the modes. They encode the antisymmetry of fermion states and, with it, the Pauli principle.

```lean
/-- Canonical anticommutation relations for a family of fermion annihilators `c`,
with the adjoint `star` giving the creators. -/
structure IsCAR {κ R : Type*} [DecidableEq κ] [Ring R] [StarRing R] (c : κ → R) : Prop where
  anti : ∀ i j, c i * c j + c j * c i = 0
  mixed : ∀ i j, c i * star (c j) + star (c j) * c i = if i = j then 1 else 0
```

A mode label is a pair: a level in the finite type `ι`, and 0 or 1 for the partner. Thus $a_k$ is `c (k, 0)` and $d_k$ is `c (k, 1)`; they could be spin up and spin down in one orbital. The order of the factors in $P$ makes it the adjoint of $Q$.

```lean
variable {ι R : Type*} [Fintype ι] [DecidableEq ι] [Ring R] [StarRing R]

/-- The pair annihilator `P = ∑ d_k a_k`, where `a_k = c (k, 0)` and `d_k = c (k, 1)`. -/
def pairAnnihilator (c : ι × Fin 2 → R) : R := ∑ k, c (k, 1) * c (k, 0)

/-- The pair creator `Q = ∑ a_k† d_k†`. -/
def pairCreator (c : ι × Fin 2 → R) : R := ∑ k, star (c (k, 0)) * star (c (k, 1))
```

The number operator counts both partners of every level.

```lean
/-- The total particle number `N`, summed over both modes of every level. -/
def totalNumber (c : ι × Fin 2 → R) : R := ∑ p, star (c p) * c p
```

## One level at a time

For a single level, drop the index and move the annihilators to the right:

$$\begin{aligned}
d\,a\,a^\dagger d^\dagger &= d\,d^\dagger-d\,a^\dagger a\,d^\dagger\\
&= d\,d^\dagger-a^\dagger d\,d^\dagger a\\
&= 1-d^\dagger d-a^\dagger a+a^\dagger d^\dagger d\,a.
\end{aligned}$$

The second line uses two sign changes, $da^\dagger=-a^\dagger d$ and $ad^\dagger=-d^\dagger a$. Subtracting $a^\dagger d^\dagger d\,a$ leaves $1-a^\dagger a-d^\dagger d$. For different levels $k\neq l$, all four exchanges produce only a sign, the signs cancel, and the commutator is zero.

In the proof, `h1` to `h4` are the four mixed anticommutators. Each `linear_combination` multiplies them by the operators standing to their left and right in this calculation, and `noncomm_ring` checks the resulting identity without commuting any factors.

```lean
omit [Fintype ι] in
/-- The commutator of the pair annihilator of level `k` with the pair creator of level `l`
vanishes for different levels and is one minus the level occupation for equal ones. -/
theorem level_commutator {c : ι × Fin 2 → R} (hc : IsCAR c) (k l : ι) :
    c (k, 1) * c (k, 0) * (star (c (l, 0)) * star (c (l, 1)))
      - star (c (l, 0)) * star (c (l, 1)) * (c (k, 1) * c (k, 0))
    = if k = l then 1 - star (c (k, 0)) * c (k, 0) - star (c (k, 1)) * c (k, 1) else 0 := by
  have h1 := hc.mixed (k, 0) (l, 0)
  have h2 := hc.mixed (k, 1) (l, 1)
  have h3 := hc.mixed (k, 1) (l, 0)
  have h4 := hc.mixed (k, 0) (l, 1)
  rw [if_neg (by simp)] at h3 h4
  by_cases h : k = l
  · subst h
    rw [if_pos rfl] at h1 h2 ⊢
    linear_combination (norm := noncomm_ring)
      c (k, 1) * h1 * star (c (k, 1)) - h3 * (c (k, 0) * star (c (k, 1)))
        + star (c (k, 0)) * c (k, 1) * h4 - star (c (k, 0)) * h2 * c (k, 0) + h2
  · rw [if_neg (by simp [h])] at h1 h2
    rw [if_neg h]
    linear_combination (norm := noncomm_ring)
      c (k, 1) * h1 * star (c (l, 1)) - h3 * (c (k, 0) * star (c (l, 1)))
        + star (c (l, 0)) * c (k, 1) * h4 - star (c (l, 0)) * h2 * c (k, 0)
```

## Creators and the particle number

For any two modes $i$ and $j$,

$$\begin{aligned}
[c_i^\dagger c_i,c_j^\dagger]
&=c_i^\dagger(\delta_{ij}-c_j^\dagger c_i)-c_j^\dagger c_i^\dagger c_i\\
&=\delta_{ij}c_i^\dagger-(c_i^\dagger c_j^\dagger+c_j^\dagger c_i^\dagger)c_i
=\delta_{ij}c_i^\dagger.
\end{aligned}$$

The bracket vanishes because it is the adjoint of an anticommutator of annihilators; this is `h2` below. Summing over $i$ gives $[N,c_j^\dagger]=c_j^\dagger$.

```lean
/-- A creator raises the total particle number by one: `[N, c_j†] = c_j†`. -/
theorem number_creator {c : ι × Fin 2 → R} (hc : IsCAR c) (j : ι × Fin 2) :
    totalNumber c * star (c j) - star (c j) * totalNumber c = star (c j) := by
  have key : ∀ i, star (c i) * c i * star (c j) - star (c j) * (star (c i) * c i)
      = if i = j then star (c i) else 0 := by
    intro i
    have h1 := hc.mixed i j
    have h2 : star (c i) * star (c j) + star (c j) * star (c i) = 0 := by
      have h := congrArg star (hc.anti j i)
      simpa only [star_add, star_mul, star_zero] using h
    have h3 : star (c i) * (if i = j then (1 : R) else 0) = if i = j then star (c i) else 0 := by
      split_ifs <;> simp
    rw [← h3, ← h1]
    linear_combination (norm := noncomm_ring) -(h2 * c i)
  rw [totalNumber, Finset.sum_mul, Finset.mul_sum, ← Finset.sum_sub_distrib]
  simp only [key, Finset.sum_ite_eq', Finset.mem_univ, if_true]
```

## Two commutators for the pair operators

From here `R` is also a complex algebra. Expanding both products in $[P,Q]$ gives a double sum over levels, in which only equal levels survive:

$$[P,Q]=\sum_k\left(1-a_k^\dagger a_k-d_k^\dagger d_k\right)=M-N.$$

In Lean, $M$ is `Fintype.card ι`, and a number standing alone is that multiple of the identity.

```lean
variable [Algebra ℂ R]

/-- The pair operators close on the particle number: `[P, Q] = M - N`. -/
theorem pair_commutator {c : ι × Fin 2 → R} (hc : IsCAR c) :
    pairAnnihilator c * pairCreator c - pairCreator c * pairAnnihilator c
      = (Fintype.card ι : ℂ) • (1 : R) - totalNumber c := by
  have hQP : pairCreator c * pairAnnihilator c
      = ∑ k, ∑ l, star (c (l, 0)) * star (c (l, 1)) * (c (k, 1) * c (k, 0)) := by
    rw [pairCreator, pairAnnihilator, Finset.sum_mul_sum, Finset.sum_comm]
  rw [hQP, pairCreator, pairAnnihilator, Finset.sum_mul_sum]
  -- only equal levels contribute to the double sum
  simp only [← Finset.sum_sub_distrib, level_commutator hc, Finset.sum_ite_eq,
    Finset.mem_univ, if_true]
  rw [totalNumber, Fintype.sum_prod_type]
  simp only [Fin.sum_univ_two, Finset.sum_sub_distrib, Finset.sum_add_distrib,
    Finset.sum_const, Finset.card_univ, Nat.cast_smul_eq_nsmul]
  abel
```

The product rule for commutators gives

$$[N,a_k^\dagger d_k^\dagger]=[N,a_k^\dagger]d_k^\dagger+a_k^\dagger[N,d_k^\dagger]=2a_k^\dagger d_k^\dagger,$$

and hence $[N,Q]=2Q$.

```lean
/-- The pair creator raises the particle number by two: `[N, Q] = 2 Q`. -/
theorem number_pairCreator {c : ι × Fin 2 → R} (hc : IsCAR c) :
    totalNumber c * pairCreator c - pairCreator c * totalNumber c
      = (2 : ℂ) • pairCreator c := by
  rw [two_smul, pairCreator, Finset.mul_sum, Finset.sum_mul, ← Finset.sum_sub_distrib,
    ← Finset.sum_add_distrib]
  refine Finset.sum_congr rfl fun k _ => ?_
  linear_combination (norm := noncomm_ring)
    number_creator hc (k, 0) * star (c (k, 1)) + star (c (k, 0)) * number_creator hc (k, 1)
```

## Induction on the power

The case $n=0$ is $[P,Q]=M-N$. For the next power, split off the last pair creator and use $NQ=Q(N+2)$:

$$\begin{aligned}
[P,Q^{n+2}]&=[P,Q^{n+1}]\,Q+Q^{n+1}[P,Q]\\
&=(n+1)Q^n(M-N-n)Q+Q^{n+1}(M-N)\\
&=Q^{n+1}\left[(n+1)(M-N-n-2)+M-N\right]\\
&=(n+2)Q^{n+1}\left(M-N-(n+1)\right).
\end{aligned}$$

The step `split` is the first line. The `simp only` call then carries $N$ past $Q$, and `module` compares the scalar coefficients.

```lean
/-- Quasispin identity for every positive power of the pair creator:
`P Q^(n+1) - Q^(n+1) P = (n+1) Q^n (M - N - n)`. -/
theorem pair_commutator_pow {c : ι × Fin 2 → R} (hc : IsCAR c) (n : ℕ) :
    pairAnnihilator c * pairCreator c ^ (n + 1) - pairCreator c ^ (n + 1) * pairAnnihilator c
      = ((n : ℂ) + 1) • (pairCreator c ^ n *
          (((Fintype.card ι : ℂ) - n) • (1 : R) - totalNumber c)) := by
  have hPQ := pair_commutator hc
  have hNQ := sub_eq_iff_eq_add.mp (number_pairCreator hc)
  generalize pairAnnihilator c = P at *
  generalize pairCreator c = Q at *
  generalize totalNumber c = N at *
  induction n with
  | zero => simpa using hPQ
  | succ n ih =>
    -- split off the last pair creator
    have split : P * Q ^ (n + 1 + 1) - Q ^ (n + 1 + 1) * P
        = (P * Q ^ (n + 1) - Q ^ (n + 1) * P) * Q + Q ^ (n + 1) * (P * Q - Q * P) := by
      rw [pow_succ Q (n + 1)]
      generalize Q ^ (n + 1) = X
      noncomm_ring
    rw [split, ih, hPQ]
    -- move the particle number to the right of the pair creator
    simp only [pow_succ, mul_sub, sub_mul, mul_add, smul_mul_assoc, mul_smul_comm,
      mul_one, mul_assoc, hNQ]
    push_cast
    module
```

The induction uses only $[P,Q]=M-N$ and $[N,Q]=2Q$. A different model could take these two relations as its hypotheses, for abstract $P$, $Q$ and $N$. That would admit other realisations of the quasispin algebra and let $M$ be any complex number, but the link to fermion pairs would then need a separate proof.

## Adding pairs to a state with $Pv=0$

Let $v$ satisfy $Pv=0$ and $Nv=sv$. For nonzero $v$, the number $s$ is its seniority in the sense of the pairing model: the number of particles outside the collective pairs that $Q$ creates. Two such particles can still share a level, so $s$ need not equal the number of singly occupied levels, which is what seniority usually means in quantum chemistry. For example, with $|0\rangle$ the state without particles, $v=(a_1^\dagger d_1^\dagger-a_2^\dagger d_2^\dagger)|0\rangle$ has $Pv=0$ and $s=2$. Applying the identity to $v$ removes the term $Q^{n+1}Pv$ and replaces $N$ by $s$:

$$PQ^{n+1}v=(n+1)(M-s-n)\,Q^nv.$$

The theorem allows any complex $s$ and any compatible module of states, with no inner product or normalisation. Applying $Q$ once more shows that, for degenerate levels, with their common energy taken as zero and the pairing Hamiltonian $-G\,QP$ of constant strength $G$, a nonzero $Q^{n+1}v$ has energy $-G(n+1)(M-s-n)$.

```lean
/-- On a state `v` with `P v = 0` and `N v = s v`, removing one pair from `n + 1` added pairs
gives `P Q^(n+1) v = (n+1) (M - s - n) Q^n v`. -/
theorem seniority_ladder {V : Type*} [AddCommGroup V] [Module ℂ V] [Module R V]
    [IsScalarTower ℂ R V] {c : ι × Fin 2 → R} (hc : IsCAR c) (v : V) (s : ℂ)
    (hP : pairAnnihilator c • v = 0) (hN : totalNumber c • v = s • v) (n : ℕ) :
    (pairAnnihilator c * pairCreator c ^ (n + 1)) • v
      = (((n : ℂ) + 1) * ((Fintype.card ι : ℂ) - s - n)) • (pairCreator c ^ n • v) := by
  have hs : (((Fintype.card ι : ℂ) - n) • (1 : R) - totalNumber c) • v
      = (((Fintype.card ι : ℂ) - s - n) • (1 : R)) • v := by
    rw [sub_smul, hN]
    simp only [smul_assoc, one_smul]
    module
  rw [sub_eq_iff_eq_add.mp (pair_commutator_pow hc n), add_smul, mul_smul (_ ^ (n + 1)), hP,
    smul_zero, add_zero, smul_assoc, mul_smul, hs, ← mul_smul, mul_smul_comm, mul_one,
    smul_assoc, smul_smul]
```

## Matrices for any number of levels

The anticommutation relations have a concrete realisation for every $M$, built by adding one mode at a time. With no modes the space has dimension one, and each new mode doubles it.

```lean
/-- Labels of the occupation basis of `m` fermion modes, doubled with each mode. -/
def FockIndex : ℕ → Type
  | 0 => Unit
  | m + 1 => FockIndex m ⊕ FockIndex m

instance fockFintype : (m : ℕ) → Fintype (FockIndex m)
  | 0 => inferInstanceAs (Fintype Unit)
  | m + 1 => @instFintypeSum _ _ (fockFintype m) (fockFintype m)

instance fockDecidableEq : (m : ℕ) → DecidableEq (FockIndex m)
  | 0 => inferInstanceAs (DecidableEq Unit)
  | m + 1 => @instDecidableEqSum _ _ (fockDecidableEq m) (fockDecidableEq m)
```

The two copies of the old space correspond to the new mode being empty or occupied. The new annihilator and the extended old ones are

$$\begin{pmatrix}0&1\\0&0\end{pmatrix},\qquad\begin{pmatrix}c_i&0\\0&-c_i\end{pmatrix}.$$

```lean
/-- Adds one fermion mode to a family of matrices; the old modes get a sign on the
second copy of the space. -/
def addMode {m : ℕ} {n : Type} [DecidableEq n] (c : Fin m → Matrix n n ℂ) :
    Fin (m + 1) → Matrix (n ⊕ n) (n ⊕ n) ℂ :=
  Fin.cons (fromBlocks 0 1 0 0) (fun i => fromBlocks (c i) 0 0 (-c i))
```

The minus sign makes old and new modes anticommute, as in the Jordan–Wigner construction. It cancels in products of two old modes, so their relations persist. The proof treats the new and old cases separately and multiplies the blocks.

```lean
/-- Adding a mode preserves the canonical anticommutation relations. -/
theorem addMode_isCAR {m : ℕ} {n : Type} [Fintype n] [DecidableEq n]
    {c : Fin m → Matrix n n ℂ} (hc : IsCAR c) : IsCAR (addMode c) := by
  constructor
  · intro i j
    refine Fin.cases ?_ (fun i => ?_) i <;> refine Fin.cases ?_ (fun j => ?_) j <;>
      simp [addMode, fromBlocks_multiply, fromBlocks_add, hc.anti]
  · intro i j
    refine Fin.cases ?_ (fun i => ?_) i <;> refine Fin.cases ?_ (fun j => ?_) j
    · simp [addMode, star_eq_conjTranspose, fromBlocks_conjTranspose, fromBlocks_multiply,
        fromBlocks_add]
    · simp [addMode, star_eq_conjTranspose, fromBlocks_conjTranspose, fromBlocks_multiply,
        fromBlocks_add, (Fin.succ_ne_zero j).symm]
    · simp [addMode, star_eq_conjTranspose, fromBlocks_conjTranspose, fromBlocks_multiply,
        fromBlocks_add]
    · have h := hc.mixed i j
      rw [star_eq_conjTranspose] at h
      by_cases hij : i = j <;>
        simp [addMode, star_eq_conjTranspose, fromBlocks_conjTranspose, fromBlocks_multiply,
          fromBlocks_add, h, hij]
      simp_all
```

Iteration gives $m$ modes on a space of dimension $2^m$.

```lean
/-- Explicit matrices for `m` fermion modes, built one mode at a time. -/
def fockModes : (m : ℕ) → Fin m → Matrix (FockIndex m) (FockIndex m) ℂ
  | 0 => fun i => i.elim0
  | m + 1 => addMode (fockModes m)
```

For $M$ levels, take $2M$ modes and number the pairs (level, partner) consecutively. Distinct pairs receive distinct numbers, so the relations carry over, including the empty case $M=0$.

```lean
/-- For any number `M` of levels, the matrices `fockModes`, two per level, satisfy the
canonical anticommutation relations. -/
theorem isCAR_witness (M : ℕ) :
    IsCAR (fun p : Fin M × Fin 2 => fockModes (M * 2) (finProdFinEquiv p)) := by
  have h : ∀ m, IsCAR (fockModes m) := by
    intro m
    induction m with
    | zero => exact ⟨fun i => i.elim0, fun i => i.elim0⟩
    | succ m ih => exact addMode_isCAR ih
  refine ⟨fun i j => (h _).anti _ _, fun i j => ?_⟩
  have h2 := (h (M * 2)).mixed (finProdFinEquiv i) (finProdFinEquiv j)
  simpa only [EmbeddingLike.apply_eq_iff_eq] using h2

end

end PairingQuasispin
```

```lean
#print axioms PairingQuasispin.pair_commutator_pow
#print axioms PairingQuasispin.seniority_ladder
```

```
'PairingQuasispin.pair_commutator_pow' depends on axioms: [propext, Classical.choice, Quot.sound]
'PairingQuasispin.seniority_ladder' depends on axioms: [propext, Classical.choice, Quot.sound]
```
